# Site densities of real two-electron same-spin determinants: values between 0 and 1, with sum 2

Two electrons with parallel spins move on a finite lattice with one spatial orbital per site. They may repel each other, so their state need not be a single Slater determinant. Its density, the mean number of electrons on each site, is known. Can two electrons in a determinant of real orbitals have the same density?

They always can. Numbers $\rho_i$ are the density $u_i^2+v_i^2$ of real orthonormal orbitals $u$, $v$ exactly when $0\le\rho_i\le1$ on every site and $\sum_i\rho_i=2$, and every same-spin two-electron state satisfies these conditions. In lattice density-functional theory this means, for two same-spin electrons on finitely many sites, that a search over determinants with the density of an interacting state never runs over an empty set. Whether such a determinant is the ground state of some one-body potential is a different question.

## Sites, orbitals and amplitudes

The type `ι` is the set of sites, and `Fintype ι` makes it finite. Each site carries one spatial orbital, and these site orbitals are orthonormal.

In Lean 4 with Mathlib:

```lean
import Mathlib

open Finset

namespace TwoElectronDensity

variable {ι : Type*} [Fintype ι]
```

The step from here to a molecule is the one from site occupations to a density in continuous space. That density also depends on the off-diagonal elements of the one-particle density matrix, and it has no pointwise upper bound of 1.

`OrthonormalPair u v` says that the real orbitals have unit norm and zero overlap.

```lean
/-- Two real orbitals on a finite set of sites are orthonormal. -/
def OrthonormalPair (u v : ι → ℝ) : Prop :=
  ∑ i, u i ^ 2 = 1 ∧ ∑ i, v i ^ 2 = 1 ∧ ∑ i, u i * v i = 0
```

A general state is a complex amplitude $\Psi(i,j)$ for electron one on site $i$ and electron two on site $j$. Since the spins are parallel, the spin part is symmetric and $\Psi$ itself changes sign under exchange. The squared norm is summed over ordered pairs.

```lean
/-- A same-spin two-electron state: an antisymmetric, normalised complex amplitude
on pairs of sites. -/
structure IsState (Ψ : ι → ι → ℂ) : Prop where
  antisymm : ∀ i j, Ψ j i = -Ψ i j
  normalised : ∑ i, ∑ j, ‖Ψ i j‖ ^ 2 = 1
```

Either electron may be the one found on site $i$, and the two cases have equal probability because $|\Psi(j,i)|=|\Psi(i,j)|$. This gives the factor 2 in $2\sum_j|\Psi(i,j)|^2$, which is the mean number of electrons on site $i$ when $\Psi$ is normalised.

```lean
/-- Twice the sum of the squared moduli in row `i`. For a two-electron amplitude whose moduli are
unchanged by exchange, this is the electron density at site `i`. -/
noncomputable def density (Ψ : ι → ι → ℂ) (i : ι) : ℝ := 2 * ∑ j, ‖Ψ i j‖ ^ 2
```

The determinant is $(u_iv_j-v_iu_j)/\sqrt2$.

```lean
/-- The two-electron Slater determinant of the real orbitals `u` and `v`. -/
noncomputable def slater (u v : ι → ℝ) (i j : ι) : ℂ :=
  (((u i * v j - v i * u j) / √2 : ℝ) : ℂ)
```

## Orthonormal orbitals give a sum of squares

Expanding the square of the determinant and summing over $j$ gives

$$2\sum_j|\Psi(i,j)|^2=u_i^2\sum_jv_j^2-2u_iv_i\sum_ju_jv_j+v_i^2\sum_ju_j^2=u_i^2+v_i^2 .$$

All three parts of orthonormality enter, one in each term. In the proof, `key` is the expanded square for a single $j$, and the last `rw` inserts the two norms and the overlap.

```lean
/-- The density of a determinant of orthonormal orbitals is the sum of the
squared orbitals. -/
theorem density_slater {u v : ι → ℝ} (h : OrthonormalPair u v) (i : ι) :
    density (slater u v) i = u i ^ 2 + v i ^ 2 := by
  obtain ⟨hu, hv, huv⟩ := h
  have key : ∀ j, ‖slater u v i j‖ ^ 2 =
      (u i ^ 2 * v j ^ 2 - 2 * u i * v i * (u j * v j) + v i ^ 2 * u j ^ 2) / 2 := by
    intro j
    rw [slater, Complex.norm_real, Real.norm_eq_abs, sq_abs, div_pow,
      Real.sq_sqrt (by norm_num)]
    ring
  simp only [density, key]
  rw [← sum_div, sum_add_distrib, sum_sub_distrib]
  simp only [← mul_sum]
  rw [hu, hv, huv]
  ring
```

Without zero overlap the formula can fail: if $u=v$ is a unit vector on one site, the determinant vanishes, while $u_i^2+v_i^2$ equals 2 there.

Orthonormality also makes the determinant a valid state. Exchanging $i$ and $j$ reverses its sign. Its density sums to $1+1=2$, and this sum is twice the squared norm of the amplitude, so the norm is 1.

```lean
/-- The determinant of two orthonormal orbitals is a same-spin two-electron state. -/
theorem slater_isState {u v : ι → ℝ} (h : OrthonormalPair u v) :
    IsState (slater u v) := by
  refine ⟨fun i j => ?_, ?_⟩
  · simp only [slater]
    push_cast
    ring
  · have h2 : ∑ i, density (slater u v) i = 2 := by
      simp only [density_slater h]
      rw [sum_add_distrib, h.1, h.2.1]
      norm_num
    simp only [density, ← mul_sum] at h2
    linarith
```

## Antisymmetry keeps each site at one electron or fewer

Setting $j=i$ in $\Psi(j,i)=-\Psi(i,j)$ gives $\Psi(i,i)=0$: two electrons of the same spin do not share a site. Now separate row $i$ from the total squared norm, and keep only column $i$ from the other rows:

$$1=\sum_j|\Psi(i,j)|^2+\sum_{a\ne i}\sum_b|\Psi(a,b)|^2\ \ge\ \sum_j|\Psi(i,j)|^2+\sum_{a\ne i}|\Psi(a,i)|^2 .$$

Because $|\Psi(a,i)|=|\Psi(i,a)|$ and the diagonal entry is zero, the last sum equals the first. The right side is therefore $2\sum_j|\Psi(i,j)|^2$, the density at $i$. Normalisation supplies the 1 on the left, and it also gives the total density 2.

In the proof, `hii` is the vanishing diagonal, `h1` and `h2` split off the term at site $i$, and `h3` is the inequality between column $i$ and the full rows.

```lean
/-- The density of a same-spin two-electron state lies between 0 and 1 at every site
and sums to 2. -/
theorem density_bounds {Ψ : ι → ι → ℂ} (h : IsState Ψ) :
    (∀ i, 0 ≤ density Ψ i ∧ density Ψ i ≤ 1) ∧ ∑ i, density Ψ i = 2 := by
  classical
  refine ⟨fun i => ⟨?_, ?_⟩, ?_⟩
  · unfold density
    positivity
  · -- antisymmetry forbids double occupation of a site
    have hii : Ψ i i = 0 := by linear_combination (1 / 2) * h.antisymm i i
    have h0 : ‖Ψ i i‖ ^ 2 = 0 := by simp [hii]
    have h1 := add_sum_erase univ (fun a => ∑ b, ‖Ψ a b‖ ^ 2) (mem_univ i)
    have h2 := add_sum_erase univ (fun a => ‖Ψ i a‖ ^ 2) (mem_univ i)
    -- column `i` without its diagonal entry is contained in the rows other than `i`
    have h3 : ∑ a ∈ univ.erase i, ‖Ψ i a‖ ^ 2 ≤
        ∑ a ∈ univ.erase i, ∑ b, ‖Ψ a b‖ ^ 2 := by
      refine sum_le_sum fun a _ => ?_
      rw [h.antisymm a i, norm_neg]
      exact single_le_sum (f := fun b => ‖Ψ a b‖ ^ 2)
        (fun b _ => sq_nonneg _) (mem_univ i)
    beta_reduce at h1 h2
    unfold density
    linarith [h.normalised]
  · simp only [density, ← mul_sum, h.normalised]
    norm_num
```

The upper bound uses two consequences of antisymmetry: a zero diagonal and equal moduli under exchange. If the diagonal may be nonzero, $\Psi(i,i)=1$ with all other entries zero has density 2 at $i$. If the moduli may differ, a single entry $\Psi(i,j)=1$ with $i\ne j$ makes the formula $2\sum_j|\Psi(i,j)|^2$ equal 2 at $i$, although only one electron is there: without equal moduli the formula is no longer the mean number of electrons. A symmetric amplitude with zero diagonal still obeys the bound. For an amplitude whose squared norm is $N$ instead of 1, the density sums to $2N$.

## No side longer than half the perimeter

For the converse, combine the unknown orbitals into complex numbers $c_i=u_i+\mathrm i v_i$, where the upright $\mathrm i$ is the imaginary unit. Then $|c_i^2|=u_i^2+v_i^2$ and

$$\sum_ic_i^2=\sum_i(u_i^2-v_i^2)+2\mathrm i\sum_iu_iv_i .$$

This sum vanishes exactly when the orbitals have equal norms and zero overlap. The task is thus to find plane vectors $z_i=c_i^2$ of lengths $\rho_i$ that add to zero. They form a closed polygon, possibly flattened onto a line. Nonnegative $\rho_i$ can serve as lengths. The perimeter is 2, so $\rho_i\le1$ says that no side exceeds half of it.

The first step is a triangle. Given a plane vector $w$ and lengths $a\ge0$ and $b$ with $\big||w|-a\big|\le b\le|w|+a$, we want $z$ with $|z|=a$ and $|w-z|=b$. Write $w=|w|e$ with $|e|=1$, and turn a rod of length $a$ through the angle $\theta$. The distance $|w-ae^{\mathrm i\theta}e|$ is continuous in $\theta$. It equals $\big||w|-a\big|$ at $\theta=0$ and $|w|+a$ at $\theta=\pi$, so it takes the value $b$ in between. These two end values are `h0` and `hp`, and `intermediate_value_Icc` supplies the angle.

```lean
/-- A vector `w` in the plane splits into two vectors of lengths `a` and `b` whenever
`‖w‖`, `a` and `b` obey the triangle inequalities and `a` is nonnegative. -/
theorem exists_triangle (w : ℂ) {a b : ℝ} (ha : 0 ≤ a) (h1 : |‖w‖ - a| ≤ b)
    (h2 : b ≤ ‖w‖ + a) : ∃ z : ℂ, ‖z‖ = a ∧ ‖w - z‖ = b := by
  obtain ⟨e, he, hw⟩ : ∃ e : ℂ, ‖e‖ = 1 ∧ (‖w‖ : ℂ) * e = w :=
    ⟨_, Complex.norm_exp_ofReal_mul_I _, Complex.norm_mul_exp_arg_mul_I w⟩
  -- turn a rod of length `a` from the direction of `w` to the opposite one
  have hf : Continuous fun θ : ℝ => ‖w - a * Complex.exp (θ * Complex.I) * e‖ := by
    fun_prop
  have h0 : ‖w - a * Complex.exp ((0 : ℝ) * Complex.I) * e‖ = |‖w‖ - a| := by
    have : w - a * Complex.exp ((0 : ℝ) * Complex.I) * e = ((‖w‖ - a : ℝ) : ℂ) * e := by
      rw [Complex.ofReal_zero, zero_mul, Complex.exp_zero, Complex.ofReal_sub]
      linear_combination -hw
    rw [this, norm_mul, he, mul_one, Complex.norm_real, Real.norm_eq_abs]
  have hp : ‖w - a * Complex.exp (Real.pi * Complex.I) * e‖ = ‖w‖ + a := by
    have : w - a * Complex.exp (Real.pi * Complex.I) * e = ((‖w‖ + a : ℝ) : ℂ) * e := by
      rw [Complex.exp_pi_mul_I, Complex.ofReal_add]
      linear_combination -hw
    rw [this, norm_mul, he, mul_one, Complex.norm_real,
      Real.norm_of_nonneg (add_nonneg (norm_nonneg w) ha)]
  obtain ⟨θ, _, hθ⟩ := intermediate_value_Icc Real.pi_pos.le hf.continuousOn
    (show b ∈ Set.Icc _ _ from ⟨h0.le.trans h1, h2.trans hp.ge⟩)
  refine ⟨a * Complex.exp (θ * Complex.I) * e, ?_, hθ⟩
  rw [norm_mul, norm_mul, he, Complex.norm_exp_ofReal_mul_I, Complex.norm_real,
    Real.norm_of_nonneg ha, mul_one, mul_one]
```

Without the triangle inequalities no such $z$ exists, since every $z$ of length $a$ satisfies them with $b=|w-z|$.

The second step adds sides one at a time. Vectors of lengths $r_i\ge0$, for $i$ in a finite set $s$, are to sum to a given $w$. The conditions are $|w|\le\sum_{j\in s}r_j$ and $2r_i\le|w|+\sum_{j\in s}r_j$ for each $i\in s$. If $s$ is empty, the first condition forces $w=0$.

Now add a new site $a$ to $s$; in this theorem $a$ labels a site, and the length is $r_a$. Put $R=\sum_{j\in s}r_j$, the sum over the old sites. Choose a vector $x$ of length $r_a$ such that the remainder $w-x$ has length

$$d=\min(R,\ |w|+r_a).$$

The triangle step allows this if $\big||w|-r_a\big|\le d$. The bound by $|w|+r_a$ is immediate. The bound by $R$ follows from $|w|\le r_a+R$ and $2r_a\le|w|+r_a+R$, which are the conditions on $w$ and on side $a$.

The old sides must then sum to $w-x$, and the conditions hold again. First, $d\le R$. Second, $2r_i\le d+R$: if $d=R$, this is $r_i\le R$, which is true because the lengths are nonnegative; if $d=|w|+r_a$, it is the original condition on side $i$. The proof treats both cases at once in `h3`, and `Function.update` places $x$ at the new site.

```lean
omit [Fintype ι] in
/-- Plane vectors of prescribed nonnegative lengths `r i` can be arranged to sum to `w`
if none of the lengths `r i` and `‖w‖` exceeds the sum of all the others. -/
theorem exists_polygon (r : ι → ℝ) (hr : ∀ i, 0 ≤ r i) (s : Finset ι) :
    ∀ w : ℂ, ‖w‖ ≤ ∑ i ∈ s, r i → (∀ i ∈ s, 2 * r i ≤ ‖w‖ + ∑ j ∈ s, r j) →
      ∃ z : ι → ℂ, (∀ i ∈ s, ‖z i‖ = r i) ∧ ∑ i ∈ s, z i = w := by
  classical
  induction s using Finset.induction_on with
  | empty =>
    intro w hw _
    rw [sum_empty] at hw
    exact ⟨fun _ => 0, by simp, by simp [norm_le_zero_iff.mp hw]⟩
  | insert a s ha ih =>
    intro w hw hi
    rw [sum_insert ha] at hw hi
    have hwa := hi a (mem_insert_self a s)
    have hra := hr a
    have hn := norm_nonneg w
    -- cut off side `a` by the longest admissible diagonal
    obtain ⟨x, hx, hd⟩ := exists_triangle w (b := min (∑ i ∈ s, r i) (‖w‖ + r a)) hra
      (le_min (abs_le.mpr ⟨by linarith, by linarith⟩)
        (abs_le.mpr ⟨by linarith, by linarith⟩)) (min_le_right _ _)
    obtain ⟨z, hz, hs⟩ := ih (w - x) (hd.le.trans (min_le_left _ _)) (by
      intro i his
      have h1 := single_le_sum (f := r) (fun j _ => hr j) his
      have h2 := hi i (mem_insert_of_mem his)
      have h3 : 2 * r i - ∑ j ∈ s, r j ≤ min (∑ j ∈ s, r j) (‖w‖ + r a) :=
        le_min (by linarith) (by linarith)
      rw [hd]
      linarith)
    have hne : ∀ i ∈ s, Function.update z a x i = z i := fun i his =>
      Function.update_of_ne (ne_of_mem_of_not_mem his ha) _ _
    refine ⟨Function.update z a x, fun i his => ?_, ?_⟩
    · rcases mem_insert.mp his with h | h
      · rw [h, Function.update_self, hx]
      · rw [hne i h, hz i h]
    · rw [sum_insert ha, Function.update_self, sum_congr rfl hne, hs]
      ring
```

Applied to $w=0$ and $r=\rho$, the conditions become $0\le2$ and $2\rho_i\le2$. If $\rho_i\le1$ is given up, the values $(3/2,\,1/2)$ on two sites still sum to 2, but the short side cannot close the polygon.

## Total density 2 fixes the norms

A closed polygon gives orbitals of equal norm and zero overlap, but leaves the size of the norm open. The condition $\sum_i\rho_i=2$ settles it: the squared norms are equal and add to 2, so each is 1. Without it, the density $(1,1,1)$ on three sites gives an equilateral triangle and two orthogonal orbitals, each with squared norm $3/2$.

The theorem `determinant_density_iff` joins the two directions. From orbitals to bounds, it applies `density_bounds` to the determinant. From bounds to orbitals, it takes the closed polygon and chooses a complex square root `c i` of each side; either sign will do. The real parts form $u$ and the imaginary parts form $v$. The steps `h1`, `h2` and `h3` give equal norms, zero overlap and total squared norm 2, while the `hρ` proved in this direction gives the required density.

```lean
/-- A real function on a finite set of sites is the density of two real orthonormal
orbitals if and only if it lies between 0 and 1 at every site and sums to 2. -/
theorem determinant_density_iff (ρ : ι → ℝ) :
    (∃ u v : ι → ℝ, OrthonormalPair u v ∧ ∀ i, u i ^ 2 + v i ^ 2 = ρ i) ↔
      (∀ i, 0 ≤ ρ i ∧ ρ i ≤ 1) ∧ ∑ i, ρ i = 2 := by
  constructor
  · rintro ⟨u, v, h, hρ⟩
    have hb := density_bounds (slater_isState h)
    simpa only [density_slater h, hρ] using hb
  · rintro ⟨hb, hsum⟩
    -- a closed polygon with side lengths `ρ i`
    obtain ⟨z, hz, hz0⟩ := exists_polygon ρ (fun i => (hb i).1) univ 0
      (by rw [norm_zero, hsum]; norm_num)
      (fun i _ => by rw [norm_zero, hsum]; linarith [(hb i).2])
    -- the orbitals are the real and imaginary parts of square roots of the sides
    choose c hc using fun i => IsAlgClosed.exists_pow_nat_eq (z i) (n := 2) two_pos
    have hs : ∑ i, c i ^ 2 = 0 := by simpa only [hc] using hz0
    have hre : ∑ i, (c i ^ 2).re = 0 := by rw [← Complex.re_sum, hs, Complex.zero_re]
    have him : ∑ i, (c i ^ 2).im = 0 := by rw [← Complex.im_sum, hs, Complex.zero_im]
    have hρ : ∀ i, (c i).re ^ 2 + (c i).im ^ 2 = ρ i := by
      intro i
      rw [← hz i (mem_univ i), ← hc i, norm_pow, Complex.sq_norm, Complex.normSq_apply]
      ring
    have h1 : ∑ i, (c i).re ^ 2 - ∑ i, (c i).im ^ 2 = 0 := by
      rw [← sum_sub_distrib]
      refine Eq.trans (sum_congr rfl fun i _ => ?_) hre
      rw [pow_two (c i), Complex.mul_re]
      ring
    have h2 : 2 * ∑ i, (c i).re * (c i).im = 0 := by
      rw [mul_sum]
      refine Eq.trans (sum_congr rfl fun i _ => ?_) him
      rw [pow_two (c i), Complex.mul_im]
      ring
    have h3 : ∑ i, (c i).re ^ 2 + ∑ i, (c i).im ^ 2 = 2 := by
      rw [← sum_add_distrib, ← hsum]
      exact sum_congr rfl fun i _ => hρ i
    exact ⟨fun i => (c i).re, fun i => (c i).im,
      ⟨by linarith, by linarith, by linarith⟩, hρ⟩
```

With no sites or one site, both sides of the equivalence are false. With two sites, the only admissible density is $(1,1)$.

## Correlated states have determinant densities

For any state $\Psi$, `density_bounds` supplies the three conditions on its density, and the equivalence returns real orbitals with that density. Nothing is assumed about the Hamiltonian or about how strongly $\Psi$ is correlated. The bound of 1 depends on the parallel spins: two electrons of opposite spin can both sit on one site, and its density is then 2. Such a pair still has a determinant with the same total density $\rho_i$, in which both electrons occupy the orbital $\sqrt{\rho_i/2}$.

```lean
/-- Every same-spin two-electron state has the same density as some single determinant
of real orthonormal orbitals. -/
theorem exists_determinant_same_density {Ψ : ι → ι → ℂ} (h : IsState Ψ) :
    ∃ u v : ι → ℝ, OrthonormalPair u v ∧ ∀ i, density (slater u v) i = density Ψ i := by
  obtain ⟨u, v, huv, hρ⟩ := (determinant_density_iff (density Ψ)).mpr (density_bounds h)
  exact ⟨u, v, huv, fun i => (density_slater huv i).trans (hρ i)⟩

end TwoElectronDensity
```

The two states share their site densities, and hence their energy in any one-body potential that is diagonal in the sites. Their kinetic and interaction energies may differ.

```lean
#print axioms TwoElectronDensity.exists_determinant_same_density
```

```
'TwoElectronDensity.exists_determinant_same_density' depends on axioms: [propext, Classical.choice, Quot.sound]
```
